# On a ring with an odd number of sites, a state of uniform density can have orthonormal translates

When Wannier functions are built from Bloch states, their spread has to be computed separately from their overlaps, because orthonormal translates do not imply localisation. On a ring with an odd number N of sites, labelled by R, the state f(R) = N^(−1/2) exp(2πi R²/N) is orthogonal to all its other translates and has density 1/N at every site.

```lean
import Mathlib

open scoped ComplexConjugate

namespace DelocalisedWannier

noncomputable section

variable {N : ℕ} [NeZero N]

/-- The chirp state on a ring of `N` sites: amplitude `N^(-1/2)` and a phase quadratic in the
site index, with chirp rate `c`. -/
def chirp (c R : ZMod N) : ℂ :=
  ((Real.sqrt N : ℝ) : ℂ)⁻¹ * ZMod.stdAddChar (c * R ^ 2)

/-- The overlap of the translates of `f` by `a` and by `b` sites. -/
def overlap (f : ZMod N → ℂ) (a b : ZMod N) : ℂ :=
  ∑ x, conj (f (x - a)) * f (x - b)

/-- The `N` cyclic translates of `f` are orthonormal. -/
def OrthonormalTranslates (f : ZMod N → ℂ) : Prop :=
  ∀ a b, overlap f a b = if a = b then 1 else 0

/-- The inverse participation ratio: the sum over sites of the squared density. -/
def participation (f : ZMod N → ℂ) : ℝ :=
  ∑ R, (‖f R‖ ^ 2) ^ 2

/-- At the site labelled by the integer `n`, the chirp of integer rate `m` is
`N^(-1/2) exp(2 pi i m n^2 / N)`. -/
theorem chirp_intCast (m n : ℤ) :
    chirp (m : ZMod N) (n : ZMod N) =
      ((Real.sqrt N : ℝ) : ℂ)⁻¹ *
        Complex.exp (2 * Real.pi * Complex.I * (m * n ^ 2) / N) := by
  have h : (m : ZMod N) * (n : ZMod N) ^ 2 = ((m * n ^ 2 : ℤ) : ZMod N) := by
    push_cast
    ring
  rw [chirp, h, ZMod.stdAddChar_coe]
  push_cast
  rfl

/-- The chirp has the same density `1/N` at every site. -/
theorem chirp_density (c R : ZMod N) : ‖chirp c R‖ ^ 2 = 1 / (N : ℝ) := by
  rw [chirp, norm_mul, AddChar.norm_apply, mul_one, norm_inv, Complex.norm_real,
    Real.norm_of_nonneg (Real.sqrt_nonneg _), inv_pow, Real.sq_sqrt (Nat.cast_nonneg N),
    one_div]

/-- A plane wave summed over the ring gives `N` at zero wavenumber and zero otherwise. -/
theorem planeWave_sum (k : ZMod N) :
    ∑ x : ZMod N, (ZMod.stdAddChar (x * k) : ℂ) = if k = 0 then (N : ℂ) else 0 := by
  have h := AddChar.sum_mulShift k (ZMod.isPrimitive_stdAddChar N)
  rw [h]
  split_ifs <;> simp [ZMod.card]

/-- The overlap of two translates of a chirp is a pure phase if `2c(a - b) = 0` modulo `N`,
and zero otherwise. -/
theorem overlap_chirp (c a b : ZMod N) :
    overlap (chirp c) a b =
      ZMod.stdAddChar (c * (b ^ 2 - a ^ 2)) * (if 2 * c * (a - b) = 0 then 1 else 0) := by
  have hN : (N : ℂ) ≠ 0 := Nat.cast_ne_zero.mpr (NeZero.ne N)
  have hs : ((Real.sqrt N : ℝ) : ℂ)⁻¹ * ((Real.sqrt N : ℝ) : ℂ)⁻¹ = (N : ℂ)⁻¹ := by
    rw [← mul_inv, ← Complex.ofReal_mul, Real.mul_self_sqrt (Nat.cast_nonneg N),
      Complex.ofReal_natCast]
  -- the quadratic phases cancel and leave a plane wave in `x`
  have hterm : ∀ x : ZMod N, conj (chirp c (x - a)) * chirp c (x - b) =
      (N : ℂ)⁻¹ * ZMod.stdAddChar (c * (b ^ 2 - a ^ 2)) *
        ZMod.stdAddChar (x * (2 * c * (a - b))) := by
    intro x
    have he : conj (ZMod.stdAddChar (c * (x - a) ^ 2) : ℂ) *
        ZMod.stdAddChar (c * (x - b) ^ 2) =
        ZMod.stdAddChar (c * (b ^ 2 - a ^ 2)) *
          ZMod.stdAddChar (x * (2 * c * (a - b))) := by
      rw [← AddChar.map_neg_eq_conj, ← AddChar.map_add_eq_mul, ← AddChar.map_add_eq_mul]
      congr 1
      ring
    rw [chirp, chirp, map_mul, map_inv₀, Complex.conj_ofReal, mul_mul_mul_comm, hs, he]
    exact (mul_assoc _ _ _).symm
  rw [overlap, Finset.sum_congr rfl fun x _ => hterm x, ← Finset.mul_sum, planeWave_sum]
  split_ifs
  · rw [mul_one, mul_right_comm, inv_mul_cancel₀ hN, one_mul]
  · rw [mul_zero, mul_zero]

/-- The translates of the chirp of rate `c` are orthonormal exactly when `2c` is invertible
modulo `N`. -/
theorem chirp_orthonormal_iff (c : ZMod N) :
    OrthonormalTranslates (chirp c) ↔ IsUnit (2 * c) := by
  constructor
  · intro h
    -- orthonormality makes multiplication by `2c` injective, hence surjective
    have hinj : Function.Injective (fun d : ZMod N => 2 * c * d) := by
      intro a b hab
      by_contra hne
      have h0 : 2 * c * (a - b) = 0 := by
        rw [mul_sub]
        exact sub_eq_zero.mpr hab
      have h1 := h a b
      rw [overlap_chirp, if_pos h0, if_neg hne, mul_one] at h1
      have h2 := AddChar.norm_apply (ZMod.stdAddChar (N := N)) (c * (b ^ 2 - a ^ 2))
      rw [h1] at h2
      simp at h2
    obtain ⟨d, hd⟩ := Finite.injective_iff_surjective.mp hinj 1
    exact isUnit_iff_exists_inv.mpr ⟨d, hd⟩
  · intro h a b
    rw [overlap_chirp]
    by_cases hab : a = b
    · subst hab
      simp
    · have hne : 2 * c * (a - b) ≠ 0 := fun h0 =>
        hab (sub_eq_zero.mp (h.mul_right_eq_zero.mp h0))
      rw [if_neg hne, if_neg hab, mul_zero]

/-- The state `N^(-1/2) exp(2 pi i R^2 / N)` has orthonormal translates exactly when `N` is odd,
and its density is `1/N` at every site. -/
theorem orthonormal_translates_without_localisation :
    (OrthonormalTranslates (chirp (1 : ZMod N)) ↔ Odd N) ∧
      ∀ R : ZMod N, ‖chirp 1 R‖ ^ 2 = 1 / (N : ℝ) := by
  refine ⟨?_, chirp_density 1⟩
  have h2 : IsUnit (2 : ZMod N) ↔ Nat.Coprime 2 N := by
    simpa using ZMod.isUnit_iff_coprime 2 N
  rw [chirp_orthonormal_iff, mul_one, h2, Nat.prime_two.coprime_iff_not_dvd, Nat.odd_iff]
  omega

/-- For a normalised state the inverse participation ratio is `1/N` plus the summed squared
deviation of the density from `1/N`. -/
theorem participation_eq (f : ZMod N → ℂ) (hf : ∑ R, ‖f R‖ ^ 2 = 1) :
    participation f = 1 / (N : ℝ) + ∑ R, (‖f R‖ ^ 2 - 1 / (N : ℝ)) ^ 2 := by
  have hN : (N : ℝ) ≠ 0 := Nat.cast_ne_zero.mpr (NeZero.ne N)
  have h : ∑ R, (‖f R‖ ^ 2 - 1 / (N : ℝ)) ^ 2 =
      ∑ R, (‖f R‖ ^ 2) ^ 2 - 2 / (N : ℝ) * ∑ R, ‖f R‖ ^ 2 +
        ∑ _R : ZMod N, (1 / (N : ℝ)) ^ 2 := by
    rw [Finset.mul_sum, ← Finset.sum_sub_distrib, ← Finset.sum_add_distrib]
    refine Finset.sum_congr rfl fun R _ => ?_
    ring
  have hc : ∑ _R : ZMod N, (1 / (N : ℝ)) ^ 2 = 1 / (N : ℝ) := by
    rw [Finset.sum_const, Finset.card_univ, ZMod.card, nsmul_eq_mul]
    field_simp
  rw [h, hf, hc, participation]
  ring

/-- No normalised state has a smaller inverse participation ratio than a chirp, and a normalised
state attains the same value exactly when its density is `1/N` at every site. -/
theorem chirp_maximally_delocalised (c : ZMod N) (f : ZMod N → ℂ)
    (hf : ∑ R, ‖f R‖ ^ 2 = 1) :
    participation (chirp c) ≤ participation f ∧
      (participation f = participation (chirp c) ↔ ∀ R, ‖f R‖ ^ 2 = 1 / (N : ℝ)) := by
  have hN : (N : ℝ) ≠ 0 := Nat.cast_ne_zero.mpr (NeZero.ne N)
  have hchirp : participation (chirp c) = 1 / (N : ℝ) := by
    simp only [participation, chirp_density, Finset.sum_const, Finset.card_univ, ZMod.card,
      nsmul_eq_mul]
    field_simp
  have hnn : ∀ R ∈ Finset.univ, 0 ≤ (‖f R‖ ^ 2 - 1 / (N : ℝ)) ^ 2 := fun R _ => sq_nonneg _
  rw [hchirp, participation_eq f hf]
  refine ⟨le_add_of_nonneg_right (Finset.sum_nonneg hnn), ?_⟩
  -- equality forces every squared deviation to vanish
  rw [add_eq_left, Finset.sum_eq_zero_iff_of_nonneg hnn]
  constructor
  · intro h R
    exact sub_eq_zero.mp (pow_eq_zero_iff two_ne_zero |>.mp (h R (Finset.mem_univ R)))
  · intro h R _
    rw [h R, sub_self]
    norm_num

end

end DelocalisedWannier
```

```lean
#print axioms DelocalisedWannier.chirp_intCast
-- 'DelocalisedWannier.chirp_intCast' depends on axioms: [propext, Classical.choice, Quot.sound]
#print axioms DelocalisedWannier.orthonormal_translates_without_localisation
-- 'DelocalisedWannier.orthonormal_translates_without_localisation' depends on axioms: [propext, Classical.choice, Quot.sound]
#print axioms DelocalisedWannier.chirp_maximally_delocalised
-- 'DelocalisedWannier.chirp_maximally_delocalised' depends on axioms: [propext, Classical.choice, Quot.sound]
```

## Chirps, translates and density

The sites are the elements of `ZMod N`, the integers modulo N, so moving past the last site returns to the first. N is any positive integer. A state is a function `f : ZMod N → ℂ` that gives one complex amplitude per site.

Write χ(m) = exp(2πi m/N) for an integer m. This depends only on m modulo N, and in Lean it is `ZMod.stdAddChar`. The state `chirp c` has the amplitudes

f_c(R) = N^(−1/2) χ(cR²),

where the chirp rate c is itself an integer modulo N. The theorem `chirp_intCast` confirms that, for integer labels, this is the explicit exponential; the state f above is the case c = 1.

The translate of f by a sites has the amplitude f(x − a) at site x. The definition `overlap f a b` is the inner product of two translates, conjugate-linear in the first:

overlap(a, b) = Σₓ conj(f(x − a)) f(x − b).

`OrthonormalTranslates f` says that this equals 1 for a = b and 0 otherwise, for all a and b. It therefore includes the normalisation of f.

Three results carry the content:

- `chirp_orthonormal_iff`: the translates of `chirp c` are orthonormal exactly when 2c has a multiplicative inverse modulo N.
- `orthonormal_translates_without_localisation`: for c = 1 that happens exactly when N is odd, while the density is 1/N at every site whatever the parity of N.
- `chirp_maximally_delocalised`: among normalised states, none has a smaller inverse participation ratio than a chirp, and the states that share its value are exactly those with density 1/N everywhere.

The inverse participation ratio, `participation`, is Σ |f(R)|⁴ over the sites. It is 1 for a normalised state on a single site and 1/N for a flat one. At N = 1 these coincide, so the smallest odd ring on which a flat state differs from a localised one has N = 3.

The case N = 3 can be checked directly. With ω = exp(2πi/3), the amplitudes at R = 0, 1, 2 are (1, ω, ω)/√3, and the translate by one site is (ω, 1, ω)/√3. Their overlap is (ω + conj(ω) + 1)/3 = 0. At N = 4 the amplitudes are (1, i, 1, i)/2, which a translation by two sites leaves unchanged, so orthonormality fails.

## A quadratic phase on the Bloch states

The physical setting is a non-interacting crystal with one band, closed into a ring of N cells. Each cell has one orbital, and the orbitals of all the cells are orthonormal. The Bloch states are plane waves labelled by k in 0, …, N − 1, and each may be multiplied by an arbitrary phase exp(iφ(k)). A Wannier function is the combination

w(R) = (1/N) Σₖ exp(iφ(k)) exp(2πi kR/N).

Its translates are orthonormal for every choice of the real phases φ(k). If all the phases are zero, w sits on the single site R = 0.

For odd N the chirp of rate 1 is another member of this family. Let h = (N + 1)/2, which is the inverse of 2 modulo N. Completing the square gives R² − kR = (R − hk)² − h²k² modulo N, so the Fourier sum of the chirp is

F(k) = Σ_R f(R) exp(−2πi kR/N) = F(0) exp(−2πi h²k²/N).

All the |F(k)| are equal, and normalisation fixes their common value at 1. The chirp is thus the Wannier function of the same band with a phase quadratic in k: the change of gauge alone turns a state on one site into one spread evenly over the ring. This passage through Fourier space is supplementary algebra, since the Lean code works with site amplitudes throughout.

The model contains no Hamiltonian and treats one finite ring at a time. It makes no statement about several bands, higher dimensions, the limit of large N or the decay of optimised Wannier functions. Localisation is measured by the inverse participation ratio and not by the variance of position. The failure at even N concerns the chirps defined here, and not every state of uniform density.

## The overlap reduces to a plane-wave sum

Each amplitude of a chirp is N^(−1/2) times a number of modulus 1, so its squared modulus is 1/N. This is `chirp_density`.

In the overlap of the translates by a and b, the two prefactors multiply to 1/N. Conjugation reverses the sign of the first phase, which leaves the exponent

c(x − b)² − c(x − a)² = c(b² − a²) + 2c(a − b)x.

The terms in x² have cancelled. One part of the remainder is independent of x, and the other is linear in x, so

overlap(a, b) = (1/N) χ(c(b² − a²)) Σₓ χ(xk), with k = 2c(a − b).

If k = 0 modulo N, every term of the sum is 1 and the sum is N. If k ≠ 0, call the sum S. Replacing x by x + 1 only reorders the terms on the ring, but it also multiplies each of them by χ(k). Hence S = χ(k)S, and since χ(k) ≠ 1, S = 0. The result is

overlap(a, b) = χ(c(b² − a²)) if 2c(a − b) = 0 modulo N, and 0 otherwise.

In Lean the sum is `planeWave_sum`. It takes the vanishing from Mathlib's `AddChar.sum_mulShift`, which applies because the standard character is primitive: multiplying its argument by a nonzero k never makes it constant. The closed form is `overlap_chirp`. Its intermediate statement `he` combines the two phases into one character, after which `ring` verifies the identity between the exponents. The statement `hterm` adds the prefactor 1/N, and the constant factors are then taken out of the sum.

## Invertibility of 2c decides orthonormality

Suppose that 2c is invertible modulo N. If 2c(a − b) = 0, multiplying by the inverse gives a = b. All overlaps between different translates therefore vanish, and for a = b the phase is χ(0) = 1. The translates are orthonormal.

Conversely, suppose that the translates are orthonormal, and take a and b with 2ca = 2cb. Then 2c(a − b) = 0, so the overlap is a number of modulus 1. If a and b were different, orthonormality would require it to be 0, which is a contradiction. Multiplication by 2c thus sends different elements of the ring to different elements. The ring is finite, so this map also reaches every element, including 1. Some d satisfies 2cd = 1, and 2c is invertible.

The proof of `chirp_orthonormal_iff` has the same two halves. The injectivity is `hinj`, where taking the norm of the overlap produces the contradiction 0 = 1. `Finite.injective_iff_surjective` then supplies the element d.

For c = 1 the condition is that 2 be invertible modulo N, which means that 2 and N have no common factor, so N is odd. In `orthonormal_translates_without_localisation` the step `h2` translates invertibility into coprimality, and `omega` settles the remaining arithmetic of remainders modulo 2. For even N no other rate helps: 2cd − 1 is odd for all integers c and d, so it is never a multiple of N.

## Flat densities minimise the inverse participation ratio

Let f now be any normalised state, with density p(R) = |f(R)|² and Σ p(R) = 1. Expanding the squared deviations from 1/N gives

Σ (p(R) − 1/N)² = Σ p(R)² − (2/N) Σ p(R) + N · (1/N²) = Σ p(R)² − 1/N.

Therefore

Σ p(R)² = 1/N + Σ (p(R) − 1/N)².

This is `participation_eq`, and the normalisation enters as its hypothesis `hf`. The last sum is never negative, so the inverse participation ratio is at least 1/N. It equals 1/N only if every squared deviation is zero, which means p(R) = 1/N at each site.

A chirp has the value N · (1/N²) = 1/N and so attains the minimum. The proof of `chirp_maximally_delocalised` computes this value in `hchirp`, substitutes the identity for f, and uses the fact that a sum of non-negative terms vanishes only when each term does. The argument holds for every rate c, whether or not the translates are orthonormal; at c = 0 the chirp is simply the constant state.

## Overlap and spread as two separate checks

In a numerical calculation the two properties are two different outputs. The following Python code computes both for the chirp of rate 1:

```python
import numpy as np

N = 5
R = np.arange(N)
f = np.exp(2j * np.pi * (R * R % N) / N) / np.sqrt(N)

S = np.array([[np.vdot(np.roll(f, a), np.roll(f, b))
               for b in R] for a in R])
ipr = np.sum(np.abs(f) ** 4)
```

The array `S` holds the overlaps, with the same order of a and b as in the Lean definition. Up to rounding it is the identity matrix, while `ipr` is 1/5, the smallest value that a normalised state on five sites can have. With N = 4 the entry `S[0, 2]` becomes 1, because the translate by two sites is the same state.

The same separation appears in a multi-band Wannier calculation. Orthonormal Bloch states stay orthonormal under a unitary rotation at each k-point, and so do the Wannier functions made from them. Comparing the overlap matrix with the identity then tests the unitarity of the rotations together with the normalisation of the Fourier sum. Whether the chosen gauge gives compact functions is read from the spread, or from the decay of the amplitudes away from the centre.
